# A discretised Wilson loop has the same characteristic polynomial from every base point

Take a closed path in the Brillouin zone with only two links, carrying square matrices $A$ and $B$ of overlaps between the cell-periodic parts of the Bloch states at neighbouring points. Started at the first point, the Wilson loop is $W=AB$; started at the second, it is $W'=BA$. These matrices generally differ, but $\operatorname{tr}(AB)=\sum_{ij}A_{ij}B_{ji}=\operatorname{tr}(BA)$. The characteristic polynomials agree too, even if $A$ and $B$ are singular. A longer loop reduces to this case by moving one link at a time.

```lean
import Mathlib

open Matrix

namespace WilsonLoopBasePoint

variable {n R : Type*} [Fintype n] [DecidableEq n] [CommRing R]
```

The type `n` labels the bands, say $N$ of them, the same number at every point of the path. The entries lie in a commutative ring `R`; for Bloch states, take $\mathbb C$.

```lean
/-- The ordered product of the link matrices along a discretised path; for a closed path
this is the Wilson loop based at the starting point of the list. -/
def wilson (L : List (Matrix n n R)) : Matrix n n R := L.prod
```

For a list $L=[M_1,\dots,M_\ell]$, `wilson L` is $M_1M_2\cdots M_\ell$, and the identity if the list is empty. The links are arbitrary matrices: neither unitarity nor their construction from Bloch states enters, and there is no continuum limit.

```lean
/-- Any quantity that does not distinguish `A * B` from `B * A` takes the same value on the
Wilson loop from every base point. -/
theorem cyclic_quantity_rotate {α : Type*} (f : Matrix n n R → α)
    (hf : ∀ A B, f (A * B) = f (B * A)) (L : List (Matrix n n R)) (k : ℕ) :
    f (wilson (L.rotate k)) = f (wilson L) := by
  induction k generalizing L with
  | zero => rw [List.rotate_zero]
  | succ k ih =>
    cases L with
    | nil => rw [List.rotate_nil]
    | cons a l =>
      -- move the first link to the end of the loop
      rw [List.rotate_cons_succ, ih]
      simp only [wilson, List.prod_append, List.prod_cons, List.prod_nil, mul_one]
      exact hf _ _
```

`L.rotate k` moves the first $k$ links to the end, continuing round the loop if $k>\ell$. The hypothesis `hf` says that $f(AB)=f(BA)$ for all $A,B$; the conclusion is that $f$ has the same value from every base point.

By hand: an empty list is unchanged by rotation. Otherwise write the loop as $aQ$, where $a$ is the first link and $Q$ the product of the rest. Moving $a$ to the end gives $Qa$, and $f(Qa)=f(aQ)$. Repeat this $k$ times. Lean's `induction k` does the repetition; `generalizing L` lets the induction hypothesis apply to the list whose first link has already been moved.

```lean
/-- Base-point independence: the characteristic polynomial of a Wilson loop is unchanged
when the loop is started `k` links further on. -/
theorem charpoly_wilson_rotate (L : List (Matrix n n R)) (k : ℕ) :
    (wilson (L.rotate k)).charpoly = (wilson L).charpoly :=
  cyclic_quantity_rotate Matrix.charpoly Matrix.charpoly_mul_comm L k
```

It remains to see that $\det(xI-AB)=\det(xI-BA)$. Multiply out two block products:

$$\begin{pmatrix}xI&A\\B&I\end{pmatrix}\begin{pmatrix}I&0\\-B&I\end{pmatrix}=\begin{pmatrix}xI-AB&A\\0&I\end{pmatrix},$$

$$\begin{pmatrix}xI&A\\B&I\end{pmatrix}\begin{pmatrix}I&-A\\0&xI\end{pmatrix}=\begin{pmatrix}xI&0\\B&xI-BA\end{pmatrix}.$$

The first shows that the common left factor has determinant $\det(xI-AB)$. The second then gives $x^N\det(xI-AB)=x^N\det(xI-BA)$, and $x^N$ cancels between polynomials. No inverse of $A$ or $B$ was used. Lean takes this identity from Mathlib as `Matrix.charpoly_mul_comm`.

For non-interacting electrons in an isolated group of bands, the eigenvalue phases of a straight loop across the Brillouin zone give, up to discretisation error and modulo the spacing of the lattice planes perpendicular to the loop, the centres along that direction of Wannier functions maximally localised in it (hybrid Wannier functions in two or three dimensions). The last link of such a loop ends at $\mathbf k+\mathbf G$, where $\mathbf k$ is the starting point and $\mathbf G$ the reciprocal lattice vector that the loop spans; the cell-periodic parts there are $e^{-i\mathbf G\cdot\mathbf r}u_{n\mathbf k}(\mathbf r)$, not $u_{n\mathbf k}(\mathbf r)$. If both ends of a link are shifted by $\mathbf G$, the factors cancel in the overlaps, so a new starting point only rotates the list of links. Since the characteristic polynomial fixes the eigenvalues, these phases do not depend on the starting point.

```lean
/-- The determinant of a Wilson loop does not depend on the base point. -/
theorem det_wilson_rotate (L : List (Matrix n n R)) (k : ℕ) :
    (wilson (L.rotate k)).det = (wilson L).det :=
  cyclic_quantity_rotate Matrix.det Matrix.det_mul_comm L k
```

The determinant follows in the same way from $\det(AB)=\det A\det B=\det(BA)$.

```lean
/-- The trace of a Wilson loop traversed `m` times does not depend on the base point;
`m = 1` is the trace of the loop itself. -/
theorem trace_pow_wilson_rotate (L : List (Matrix n n R)) (k m : ℕ) :
    (wilson (L.rotate k) ^ m).trace = (wilson L ^ m).trace := by
  refine cyclic_quantity_rotate (fun W => (W ^ m).trace) (fun A B => ?_) L k
  -- `A` can be pulled through the powers
  have h : ∀ j : ℕ, (A * B) ^ j * A = A * (B * A) ^ j := by
    intro j
    induction j with
    | zero => simp
    | succ j ih =>
      rw [pow_succ', pow_succ', mul_assoc, ih]
      simp only [mul_assoc]
  show ((A * B) ^ m).trace = ((B * A) ^ m).trace
  cases m with
  | zero => simp
  | succ m =>
    calc ((A * B) ^ (m + 1)).trace
        = ((A * B) ^ m * A * B).trace := by rw [pow_succ, ← mul_assoc]
      _ = (B * (A * (B * A) ^ m)).trace := by rw [h, Matrix.trace_mul_comm]
      _ = ((B * A) ^ (m + 1)).trace := by rw [pow_succ', mul_assoc]
```

For the trace of a power, first pull $A$ through: $(AB)^jA=A(BA)^j$, which is `h`, proved by induction on $j$. Then

$$\operatorname{tr}\big((AB)^{m+1}\big)=\operatorname{tr}\big(A(BA)^mB\big)=\operatorname{tr}\big(BA(BA)^m\big)=\operatorname{tr}\big((BA)^{m+1}\big).$$

The `calc` block has these same steps. The zeroth power is the identity on both sides.

```lean
/-- The transport along the first `k` links intertwines the Wilson loops at the old and
the new base point. -/
theorem wilson_intertwine (L : List (Matrix n n R)) {k : ℕ} (hk : k ≤ L.length) :
    wilson L * wilson (L.take k) = wilson (L.take k) * wilson (L.rotate k) := by
  have h : L.prod = (L.take k).prod * (L.drop k).prod := by
    rw [← List.prod_append, List.take_append_drop]
  rw [List.rotate_eq_drop_append_take hk]
  unfold wilson
  rw [h, List.prod_append, mul_assoc]
```

Let $P$ be the product of the first $k$ links (`L.take k`) and $Q$ that of the rest (`L.drop k`). Then $W=PQ$ and $W'=QP$, so $WP=PQP=PW'$.

The condition $k\le\ell$ matters. For two links and $k=3$, `take` returns both links, so $P=AB$, while the rotated loop is $BA$. With $A=\begin{pmatrix}0&1\\0&0\end{pmatrix}$ and $B=\begin{pmatrix}0&0\\1&0\end{pmatrix}$, $WP=AB\neq0$ but $PW'=0$.

```lean
/-- A solution of the eigenvalue equation at the new base point is transported to a solution
at the old base point with the same `μ`. -/
theorem eigenvector_transport (L : List (Matrix n n R)) {k : ℕ} (hk : k ≤ L.length)
    (μ : R) (v : n → R) (hv : wilson (L.rotate k) *ᵥ v = μ • v) :
    wilson L *ᵥ (wilson (L.take k) *ᵥ v) = μ • (wilson (L.take k) *ᵥ v) := by
  rw [Matrix.mulVec_mulVec, wilson_intertwine L hk, ← Matrix.mulVec_mulVec, hv,
    Matrix.mulVec_smul]
```

Here `*ᵥ` applies a matrix to a vector. If $W'v=\mu v$, then $W(Pv)=PW'v=\mu\,Pv$. The statement speaks of solutions because a singular $P$ may send $v$ to zero.

```lean
/-- If the transport `P` along the first `k` links is invertible, the change of base point
is conjugation of the Wilson loop by `P`. -/
theorem wilson_rotate_eq_conj (L : List (Matrix n n R)) {k : ℕ} (hk : k ≤ L.length)
    (P : (Matrix n n R)ˣ) (hP : (P : Matrix n n R) = wilson (L.take k)) :
    wilson (L.rotate k) = (↑P⁻¹ : Matrix n n R) * wilson L * (P : Matrix n n R) := by
  have h := wilson_intertwine L hk
  rw [← hP] at h
  rw [mul_assoc, h, Units.inv_mul_cancel_left]
```

The superscript `ˣ` marks invertible matrices. Multiplying $WP=PW'$ by $P^{-1}$ from the left gives $W'=P^{-1}WP$.

```lean
/-- For singular links the Wilson loops at two base points need not be similar: for this
pair of links no invertible matrix `S` intertwines them. -/
theorem singular_links_not_similar (S : (Matrix (Fin 2) (Fin 2) ℂ)ˣ) :
    wilson [!![1, 0; 0, 0], !![0, 1; 0, 0]] * (S : Matrix (Fin 2) (Fin 2) ℂ) ≠
      (S : Matrix (Fin 2) (Fin 2) ℂ) *
        wilson ([!![1, 0; 0, 0], !![0, 1; 0, 0]].rotate 1) := by
  intro h
  have h1 : wilson [!![1, 0; 0, 0], !![0, 1; 0, 0]]
      = (!![0, 1; 0, 0] : Matrix (Fin 2) (Fin 2) ℂ) := by
    ext i j
    fin_cases i <;> fin_cases j <;> simp [wilson, Matrix.mul_apply, Fin.sum_univ_succ]
  -- from the second base point the loop vanishes
  have h2 : wilson ([!![1, 0; 0, 0], !![0, 1; 0, 0]].rotate 1)
      = (0 : Matrix (Fin 2) (Fin 2) ℂ) := by
    change wilson [!![0, 1; 0, 0], !![1, 0; 0, 0]] = (0 : Matrix (Fin 2) (Fin 2) ℂ)
    ext i j
    fin_cases i <;> fin_cases j <;> simp [wilson, Matrix.mul_apply, Fin.sum_univ_succ]
  rw [h1, h2, mul_zero] at h
  have h3 : (!![0, 1; 0, 0] : Matrix (Fin 2) (Fin 2) ℂ) = 0 := by
    rw [← Units.mul_inv_cancel_right (!![0, 1; 0, 0] : Matrix (Fin 2) (Fin 2) ℂ) S, h,
      zero_mul]
  have h4 := congrFun (congrFun h3 0) 1
  simp at h4
```

Without invertibility, similarity can fail. The links $\begin{pmatrix}1&0\\0&0\end{pmatrix}$ and $\begin{pmatrix}0&1\\0&0\end{pmatrix}$ give $W=\begin{pmatrix}0&1\\0&0\end{pmatrix}$ and $W'=0$. If $WS=SW'$ with $S$ invertible, then $WS=0$, hence $W=0$, contradicting its upper right entry. Lean computes the loops in `h1` and `h2` and reads off that entry in `h4`. Both characteristic polynomials are nevertheless $x^2$.

```lean
/-- A non-cyclic reordering can change the trace: exchanging the first two of these three links
changes the trace of the Wilson loop from 1 to 0. -/
theorem noncyclic_reordering_changes_trace :
    (wilson [!![0, 1; 0, 0], !![0, 0; 1, 0],
      (!![1, 0; 0, 0] : Matrix (Fin 2) (Fin 2) ℂ)]).trace = 1 ∧
    (wilson [!![0, 0; 1, 0], !![0, 1; 0, 0],
      (!![1, 0; 0, 0] : Matrix (Fin 2) (Fin 2) ℂ)]).trace = 0 := by
  constructor <;>
    simp [wilson, Matrix.trace_fin_two]

end WilsonLoopBasePoint
```

In the first order the product is $\begin{pmatrix}1&0\\0&0\end{pmatrix}$, with trace 1. After the exchange it is $\begin{pmatrix}0&0\\0&1\end{pmatrix}\begin{pmatrix}1&0\\0&0\end{pmatrix}=0$. A change of base point preserves the cyclic order of the links; this exchange does not.

```lean
#print axioms WilsonLoopBasePoint.charpoly_wilson_rotate
-- 'WilsonLoopBasePoint.charpoly_wilson_rotate' depends on axioms: [propext, Classical.choice, Quot.sound]
#print axioms WilsonLoopBasePoint.wilson_rotate_eq_conj
-- 'WilsonLoopBasePoint.wilson_rotate_eq_conj' depends on axioms: [propext, Classical.choice, Quot.sound]
#print axioms WilsonLoopBasePoint.singular_links_not_similar
-- 'WilsonLoopBasePoint.singular_links_not_similar' depends on axioms: [propext, Classical.choice, Quot.sound]
#print axioms WilsonLoopBasePoint.noncyclic_reordering_changes_trace
-- 'WilsonLoopBasePoint.noncyclic_reordering_changes_trace' depends on axioms: [propext, Classical.choice, Quot.sound]
```
